# Richardson's equations for two distinct pair energies yield an eigenstate of the pairing Hamiltonian with energy E₁ + E₂

Q: To get an energy for two electron pairs in L levels with a constant pairing force, I solve two coupled equations for E₁ and E₂ and report E₁ + E₂. That replaces diagonalising a matrix of dimension L(L−1)/2. What guarantees that the sum is an eigenvalue, and does the Lean file prove it for the Hamiltonian I mean?

A: Let us fix that Hamiltonian first. Let b†_k create a pair in level k, let e_k be the energy of that pair (twice the single-particle energy), and let g be the pairing strength:

H = ∑_k e_k b†_k b_k − g ∑_{k,l} b†_k b_l

A two-pair state is ∑_{i<j} p_ij b†_i b†_j with p symmetric. The coefficient of Hp at distinct i, j is

(Hp)_ij = (e_i + e_j) p_ij − g (∑_{k≠i} p_ik + ∑_{k≠j} p_kj)

In the first sum one pair stays in i, which blocks that level, while the other arrives in j from k. The term k = j is the diagonal part of the pairing force. The second sum does the same with i and j exchanged.

Q: And the proposed state?

A: For E₁ ≠ E₂, both different from every e_k, put u_k = 1/(e_k − E₁) and v_k = 1/(e_k − E₂), and take the product of the two geminals ∑_k u_k b†_k and ∑_k v_k b†_k. Since no level holds two pairs, its amplitude is

p_ij = u_i v_j + u_j v_i

The equations you solve say that these two defects vanish:

a = 1 − g ∑_k u_k − 2g/(E₁ − E₂)

b = 1 − g ∑_k v_k + 2g/(E₁ − E₂)

Q: Show me how the blocked level is dealt with. That is where I expect trouble.

A: Sum over all k and subtract the blocked term:

∑_{k≠i} p_ik = u_i ∑_k v_k + v_i ∑_k u_k − 2 u_i v_i

Multiply by g and eliminate the full sums using a and b:

g ∑_{k≠i} p_ik = u_i + v_i − a v_i − b u_i + 2g (u_i − v_i)/(E₁ − E₂) − 2g u_i v_i

Partial fractions give u_i − v_i = (E₁ − E₂) u_i v_i, so the last two terms cancel. The interaction between the pair energies compensates exactly for the blocking.

For the level energies, split e_i + e_j − E₁ − E₂ so that each piece removes one denominator. On u_i v_j, (e_i − E₁) + (e_j − E₂) gives v_j + u_i; on u_j v_i, the corresponding split gives v_i + u_j. Hence

(e_i + e_j − E₁ − E₂) p_ij = u_i + v_i + u_j + v_j

Subtracting g times each of the two hopping sums leaves

(Hp)_ij − (E₁ + E₂) p_ij = a (v_i + v_j) + b (u_i + u_j)

At a = b = 0 the right side is zero.

Q: The zero vector would pass that test too.

A: It is excluded. If p_ij vanished for all i ≠ j, the hopping sum with a = b = 0 would give u_i + v_i = 0 for every i. Adding your two equations gives 2 = g ∑_k (u_k + v_k), which would then be 0.

Q: Now the Lean. What are the levels?

A: A type `ι`, which becomes finite when the first sum over levels is needed.

```lean
import Mathlib

open Finset

namespace TwoPairRichardson

noncomputable section

variable {ι : Type*}
```

The amplitudes u_k and v_k are `pairAmp e E₁ k` and `pairAmp e E₂ k`. Level energies, pair energies and g are all complex, so your real levels and real g are a special case.

```lean
/-- Amplitude `1 / (e k - E)` of a pair with pair energy `E` in level `k`;
its domain is `E ≠ e k`. -/
def pairAmp (e : ι → ℂ) (E : ℂ) (k : ι) : ℂ := 1 / (e k - E)
```

Next comes p_ij, unnormalised.

```lean
/-- Symmetrised product of two pair amplitudes with pair energies `E₁` and `E₂`,
both different from the level energies. -/
def twoPair (e : ι → ℂ) (E₁ E₂ : ℂ) (i j : ι) : ℂ :=
  pairAmp e E₁ i * pairAmp e E₂ j + pairAmp e E₁ j * pairAmp e E₂ i
```

Q: Its diagonal, 2 u_i v_i, is not zero. Two pairs in one level?

A: Those entries have no physical meaning, and the Hamiltonian never reads them when i ≠ j. You will see the blocked index removed from both sums below. First, the defects: a is `richardsonDefect e g E₁ E₂`, and b is the same function with the energies exchanged, which supplies the opposite sign.

```lean
variable [Fintype ι]

/-- The amount by which the Richardson equation `1 = g ∑ 1/(e k - E) + 2g/(E - F)` for the
pair energy `E` fails, the other pair having energy `F`; its domain is `E ≠ F` and
`E ≠ e k` for all `k`. -/
def richardsonDefect (e : ι → ℂ) (g E F : ℂ) : ℂ :=
  1 - g * ∑ k, pairAmp e E k - 2 * g / (E - F)
```

Here `univ.erase i` means all levels except i, and positive g is attractive.

```lean
variable [DecidableEq ι]

/-- The pairing Hamiltonian on symmetric two-pair amplitudes, its domain being distinct levels `i`
and `j`: `e k` is the energy of a pair in level `k`, and either pair hops with strength `g` into any
level not blocked by the other. -/
def pairingH (e : ι → ℂ) (g : ℂ) (p : ι → ι → ℂ) (i j : ι) : ℂ :=
  (e i + e j) * p i j - g * (∑ k ∈ univ.erase i, p i k + ∑ k ∈ univ.erase j, p k j)
```

An eigenstate must be symmetric, nonzero on some pair of distinct levels, and satisfy the Schrödinger equation on all such pairs.

```lean
/-- A symmetric two-pair amplitude, not zero on all pairs of distinct levels, that solves the
Schrödinger equation with energy `E` on all pairs of distinct levels. -/
def IsEigenstate (e : ι → ℂ) (g : ℂ) (p : ι → ι → ℂ) (E : ℂ) : Prop :=
  (∀ i j, p i j = p j i) ∧ (∃ i j, i ≠ j ∧ p i j ≠ 0) ∧
    ∀ i j, i ≠ j → pairingH e g p i j = E * p i j
```

Q: So the Fock-space operator itself is absent.

A: Yes. The file starts from the action on amplitudes; the passage from b†_k to that action is the short argument I gave above. Singly occupied levels, more than two pairs and coinciding pair energies are not treated. Nor is there a theorem that every choice of levels and g has a solution, or that solutions supply all eigenstates.

Q: Then take me through the proofs.

A: Symmetry comes first, because one of the two hopping sums has its indices in the other order.

```lean
omit [Fintype ι] [DecidableEq ι] in
/-- The two-pair amplitude is symmetric under exchange of the levels. -/
theorem twoPair_comm (e : ι → ℂ) (E₁ E₂ : ℂ) (i j : ι) :
    twoPair e E₁ E₂ i j = twoPair e E₁ E₂ j i := by
  unfold twoPair
  ring
```

The next lemma is the blocked sum. In it, `hpf` is the partial-fraction identity, `h3` multiplies it by 2g/(E₁ − E₂), and `hs` factors the unrestricted sum.

```lean
/-- `g` times the hopping sum with level `i` blocked, for distinct pair energies that differ from
`e i`: it is the sum of the two pair amplitudes at `i`, corrected by the Richardson defects. -/
theorem hopping_sum (e : ι → ℂ) (g : ℂ) {E₁ E₂ : ℂ} (hE : E₁ ≠ E₂) (i : ι)
    (h₁ : e i ≠ E₁) (h₂ : e i ≠ E₂) :
    g * ∑ k ∈ univ.erase i, twoPair e E₁ E₂ i k =
      pairAmp e E₁ i + pairAmp e E₂ i
        - richardsonDefect e g E₁ E₂ * pairAmp e E₂ i
        - richardsonDefect e g E₂ E₁ * pairAmp e E₁ i := by
  have hD : E₁ - E₂ ≠ 0 := sub_ne_zero.mpr hE
  have hx : e i - E₁ ≠ 0 := sub_ne_zero.mpr h₁
  have hy : e i - E₂ ≠ 0 := sub_ne_zero.mpr h₂
  -- partial fractions: the pair-pair term cancels the blocked term
  have hpf : pairAmp e E₁ i - pairAmp e E₂ i
      = (E₁ - E₂) * (pairAmp e E₁ i * pairAmp e E₂ i) := by
    unfold pairAmp
    rw [div_sub_div _ _ hx hy, div_mul_div_comm, mul_div_assoc']
    congr 1
    ring
  have h3 : 2 * g / (E₁ - E₂) * (pairAmp e E₁ i - pairAmp e E₂ i)
      = 2 * g * (pairAmp e E₁ i * pairAmp e E₂ i) := by
    rw [hpf, ← mul_assoc, div_mul_cancel₀ _ hD]
  have h2 : 2 * g / (E₂ - E₁) = -(2 * g / (E₁ - E₂)) := by
    rw [← neg_sub E₁ E₂, div_neg]
  have hs : ∑ k, twoPair e E₁ E₂ i k =
      pairAmp e E₁ i * ∑ k, pairAmp e E₂ k + (∑ k, pairAmp e E₁ k) * pairAmp e E₂ i := by
    simp only [twoPair, Finset.sum_add_distrib, Finset.mul_sum, Finset.sum_mul]
  rw [Finset.sum_erase_eq_sub (Finset.mem_univ i), hs]
  unfold richardsonDefect twoPair
  rw [h2]
  linear_combination h3
```

Q: It ends with `linear_combination h3`. What has been checked there?

A: This is the device on which the whole proof turns. `linear_combination` takes equations with coefficients that you supply, subtracts that combination from the goal, and asks `ring` to confirm that what remains is an identity. It does not search for the coefficients. Here the only input beyond algebra is `h3`, the cancellation between pair interaction and blocking.

The next proof shows it more clearly. The facts `inv` say (e_k − E) · `pairAmp e E k` = 1. In `hdiag`, the coefficient v_j multiplies the fact for u_i, and so on through four terms: precisely the denominators removed by hand. The amplitudes are treated as symbols obeying one relation each, so no fractions need to be expanded.

```lean
/-- Off-shell identity: for distinct pair energies off the levels, the residual of the
Schrödinger equation is a combination of the two Richardson defects. -/
theorem off_shell (e : ι → ℂ) (g : ℂ) {E₁ E₂ : ℂ} (hE : E₁ ≠ E₂)
    (h₁ : ∀ k, e k ≠ E₁) (h₂ : ∀ k, e k ≠ E₂) (i j : ι) :
    pairingH e g (twoPair e E₁ E₂) i j - (E₁ + E₂) * twoPair e E₁ E₂ i j =
      richardsonDefect e g E₁ E₂ * (pairAmp e E₂ i + pairAmp e E₂ j)
        + richardsonDefect e g E₂ E₁ * (pairAmp e E₁ i + pairAmp e E₁ j) := by
  have inv (E : ℂ) (k : ι) (h : e k ≠ E) : (e k - E) * pairAmp e E k = 1 :=
    mul_one_div_cancel (sub_ne_zero.mpr h)
  have hi := hopping_sum e g hE i (h₁ i) (h₂ i)
  have hj := hopping_sum e g hE j (h₁ j) (h₂ j)
  have hsymm : ∑ k ∈ univ.erase j, twoPair e E₁ E₂ k j
      = ∑ k ∈ univ.erase j, twoPair e E₁ E₂ j k :=
    Finset.sum_congr rfl fun k _ => twoPair_comm e E₁ E₂ k j
  -- each one-body factor removes one denominator
  have hdiag : (e i + e j - (E₁ + E₂)) * twoPair e E₁ E₂ i j =
      pairAmp e E₁ i + pairAmp e E₂ i + pairAmp e E₁ j + pairAmp e E₂ j := by
    unfold twoPair
    linear_combination pairAmp e E₂ j * inv E₁ i (h₁ i) + pairAmp e E₁ i * inv E₂ j (h₂ j)
      + pairAmp e E₂ i * inv E₁ j (h₁ j) + pairAmp e E₁ j * inv E₂ i (h₂ i)
  unfold pairingH
  rw [hsymm]
  linear_combination hdiag - hi - hj
```

Q: That identity holds before the equations are solved?

A: Yes, for any distinct pair energies off the levels. In this two-pair model it therefore turns the defects of an unconverged root search into the residual of the Schrödinger equation.

The main theorem takes your equations as `r₁` and `r₂`, converts them to vanishing defects, and inserts those into the identity. The `by_contra` block is the argument against the zero vector.

```lean
/-- Richardson's two-pair solution: if distinct pair energies off the levels solve both
Richardson equations, the symmetrised product of pair amplitudes is an eigenstate of the
pairing Hamiltonian with energy `E₁ + E₂`. -/
theorem richardson_eigenstate (e : ι → ℂ) (g : ℂ) {E₁ E₂ : ℂ} (hE : E₁ ≠ E₂)
    (h₁ : ∀ k, e k ≠ E₁) (h₂ : ∀ k, e k ≠ E₂)
    (r₁ : 1 = g * ∑ k, pairAmp e E₁ k + 2 * g / (E₁ - E₂))
    (r₂ : 1 = g * ∑ k, pairAmp e E₂ k - 2 * g / (E₁ - E₂)) :
    IsEigenstate e g (twoPair e E₁ E₂) (E₁ + E₂) := by
  have d₁ : richardsonDefect e g E₁ E₂ = 0 := by
    unfold richardsonDefect
    linear_combination r₁
  have d₂ : richardsonDefect e g E₂ E₁ = 0 := by
    unfold richardsonDefect
    rw [← neg_sub E₁ E₂, div_neg]
    linear_combination r₂
  refine ⟨twoPair_comm e E₁ E₂, ?_, fun i j _ => ?_⟩
  · -- a vanishing state would make the two Richardson equations add up to 2 = 0
    by_contra hzero
    push Not at hzero
    have hw : ∀ i, pairAmp e E₁ i + pairAmp e E₂ i = 0 := by
      intro i
      have hs : ∑ k ∈ univ.erase i, twoPair e E₁ E₂ i k = 0 :=
        Finset.sum_eq_zero fun k hk => hzero i k (Finset.ne_of_mem_erase hk).symm
      have h := hopping_sum e g hE i (h₁ i) (h₂ i)
      rw [hs, d₁, d₂] at h
      linear_combination -h
    have hsum : ∑ k, pairAmp e E₁ k + ∑ k, pairAmp e E₂ k = 0 := by
      rw [← Finset.sum_add_distrib]
      exact Finset.sum_eq_zero fun k _ => hw k
    have h20 : (2 : ℂ) = 0 := by linear_combination r₁ + r₂ + g * hsum
    exact two_ne_zero h20
  · have h := off_shell e g hE h₁ h₂ i j
    rw [d₁, d₂] at h
    linear_combination h
```

Q: What does it say for the smallest system?

A: With two levels there is a single physical amplitude, and H acts on it as the number e₁ + e₂ − 2g. Any solution must therefore have E₁ + E₂ = e₁ + e₂ − 2g. With one level there is no place for two pairs, and the theorem then implies that the equations have no admissible solution.

Q: Could the product be an eigenstate with energy E₁ + E₂ although the equations fail?

A: For two levels, yes. Only the sum of the pair energies matters there, while their difference can vary, and most such choices violate the equations. The converse therefore assumes three different levels i, j, k, with e_i ≠ e_j.

Write w_i = a v_i + b u_i. The off-shell identity gives w_i + w_j = w_i + w_k = w_j + w_k = 0, so w_i = w_j = 0. Clearing denominators gives

a (e_i − E₁) + b (e_i − E₂) = 0

and the same for j. Subtracting the two yields (a + b)(e_i − e_j) = 0, so b = −a. What is left is a (E₁ − E₂) = 0, so a = 0 and then b = 0.

In the code, `wi` and `wj` separate the levels, `clear` removes the denominators, and `hab` and `ha` are the last two steps.

```lean
/-- Converse: with three different levels `i`, `j`, `k`, of which `i` and `j` have different
energies, and distinct pair energies off the levels, the symmetrised product is an eigenstate
with energy `E₁ + E₂` only if both Richardson defects vanish. -/
theorem richardson_of_eigenstate (e : ι → ℂ) (g : ℂ) {E₁ E₂ : ℂ} (hE : E₁ ≠ E₂)
    (h₁ : ∀ k, e k ≠ E₁) (h₂ : ∀ k, e k ≠ E₂) {i j k : ι}
    (hij : e i ≠ e j) (hik : i ≠ k) (hjk : j ≠ k)
    (h : IsEigenstate e g (twoPair e E₁ E₂) (E₁ + E₂)) :
    richardsonDefect e g E₁ E₂ = 0 ∧ richardsonDefect e g E₂ E₁ = 0 := by
  have res (l m : ι) (hlm : l ≠ m) := (off_shell e g hE h₁ h₂ l m).symm.trans
    (sub_eq_zero.mpr (h.2.2 l m hlm))
  have rij := res i j (fun q => hij (congrArg e q))
  have rik := res i k hik
  have rjk := res j k hjk
  generalize richardsonDefect e g E₁ E₂ = a at *
  generalize richardsonDefect e g E₂ E₁ = b at *
  -- three levels separate the residual into single-level conditions
  have wi : a * pairAmp e E₂ i + b * pairAmp e E₁ i = 0 := by
    linear_combination (rij + rik - rjk) / 2
  have wj : a * pairAmp e E₂ j + b * pairAmp e E₁ j = 0 := by
    linear_combination (rij + rjk - rik) / 2
  have clear (l : ι) (w : a * pairAmp e E₂ l + b * pairAmp e E₁ l = 0) :
      a * (e l - E₁) + b * (e l - E₂) = 0 := by
    have hu : (e l - E₁) * pairAmp e E₁ l = 1 := mul_one_div_cancel (sub_ne_zero.mpr (h₁ l))
    have hv : (e l - E₂) * pairAmp e E₂ l = 1 := mul_one_div_cancel (sub_ne_zero.mpr (h₂ l))
    linear_combination (e l - E₁) * (e l - E₂) * w - a * (e l - E₁) * hv
      - b * (e l - E₂) * hu
  have ci := clear i wi
  have cj := clear j wj
  have hab : a + b = 0 := by
    have hm : (a + b) * (e i - e j) = 0 := by linear_combination ci - cj
    exact (mul_eq_zero.mp hm).resolve_right (sub_ne_zero.mpr hij)
  have ha : a = 0 := by
    have hm : a * (E₁ - E₂) = 0 := by linear_combination (e i - E₂) * hab - ci
    exact (mul_eq_zero.mp hm).resolve_right (sub_ne_zero.mpr hE)
  exact ⟨ha, by linear_combination hab - ha⟩
```

Q: Is there a concrete solution, preferably with complex pair energies?

A: Levels −6, 1, 6 with g = 5 and pair energies ±2i. The reciprocals sum to 1/5 + i/2 for E₁ = 2i, so the first equation reads 1 = 1 + 5i/2 − 5i/2; the second is its complex conjugate. The proof does the calculation once for any s with s² = −1, then uses s = i and s = −i.

```lean
/-- Levels `-6, 1, 6` with `g = 5` and the complex conjugate pair energies `2i` and `-2i`:
the pair energies are distinct, lie off the levels and solve both Richardson equations. -/
theorem richardson_witness :
    (2 * Complex.I ≠ -(2 * Complex.I)) ∧
    (∀ k, (![-6, 1, 6] : Fin 3 → ℂ) k ≠ 2 * Complex.I) ∧
    (∀ k, (![-6, 1, 6] : Fin 3 → ℂ) k ≠ -(2 * Complex.I)) ∧
    richardsonDefect ![-6, 1, 6] 5 (2 * Complex.I) (-(2 * Complex.I)) = 0 ∧
    richardsonDefect ![-6, 1, 6] 5 (-(2 * Complex.I)) (2 * Complex.I) = 0 := by
  have quot (c a b : ℂ) (h : a * b = 1) : c / a = c * b := by
    rw [div_eq_mul_inv, inv_eq_of_mul_eq_one_right h]
  -- one computation serves both square roots of -1
  have key (s : ℂ) (hs : s ^ 2 = -1) :
      richardsonDefect ![-6, 1, 6] 5 (2 * s) (-(2 * s)) = 0 := by
    have h : richardsonDefect ![-6, 1, 6] 5 (2 * s) (-(2 * s)) =
        1 - 5 * (1 / (-6 - 2 * s) + 1 / (1 - 2 * s) + 1 / (6 - 2 * s))
          - 2 * 5 / (2 * s - -(2 * s)) := by
      simp only [richardsonDefect, pairAmp, Fin.sum_univ_three]
      rfl
    rw [h, quot 1 (-6 - 2 * s) ((-6 + 2 * s) / 40) (by linear_combination (-1 / 10) * hs),
      quot 1 (1 - 2 * s) ((1 + 2 * s) / 5) (by linear_combination (-4 / 5) * hs),
      quot 1 (6 - 2 * s) ((6 + 2 * s) / 40) (by linear_combination (-1 / 10) * hs),
      quot (2 * 5) (2 * s - -(2 * s)) (-s / 4) (by linear_combination (-1) * hs)]
    ring
  refine ⟨fun h => ?_, fun k h => ?_, fun k h => ?_, key _ Complex.I_sq, ?_⟩
  · have := congrArg Complex.im h
    norm_num at this
  · have := congrArg Complex.re h
    fin_cases k <;> simp at this
  · have := congrArg Complex.re h
    fin_cases k <;> simp at this
  · have h := key (-Complex.I) (by rw [neg_sq, Complex.I_sq])
    rwa [mul_neg, neg_neg] at h

end

end TwoPairRichardson
```

```lean
#print axioms TwoPairRichardson.richardson_eigenstate
#print axioms TwoPairRichardson.richardson_of_eigenstate
```

```
'TwoPairRichardson.richardson_eigenstate' depends on axioms: [propext, Classical.choice, Quot.sound]
'TwoPairRichardson.richardson_of_eigenstate' depends on axioms: [propext, Classical.choice, Quot.sound]
```

Q: The total energy is then 0. Is that the ground state?

A: No. In the order {1,2}, {1,3}, {2,3}, the normalised amplitudes are (−1, −2, 5)/√30, up to an overall sign. Diagonalising the 3 × 3 matrix by hand gives the other eigenvalues as −14 ± √46, both negative, so this is the highest state. Solving the equations gives you an eigenvalue; which one it is depends on the root you have followed.

Q: So what may I use this for?

A: For reference energies and states against which to test an approximate geminal or pairing code, as long as the test model has two pairs, finitely many levels and a constant pairing force.
